# Zero net magnetization with a d-wave spin splitting, for a band symmetric under exchange of the axes

A collinear magnet can have spin-split bands and still no net moment. In a d-wave altermagnet the spin-up band lies above the spin-down band in some parts of the Brillouin zone and below it in others. Does the total spin then cancel exactly, and does the cancellation depend on temperature or filling?

The problems below answer this for one non-interacting model: a single band per spin on a finite square grid, with conserved spin and a prescribed splitting. For this model they show that a vanishing total moment in a band calculation does not imply spin-degenerate bands.

## The model

The grid has $L$ points per axis. A momentum is a pair $(k,l)$ of integers modulo $L$, standing for the wave vector $(2\pi k/L,\,2\pi l/L)$ in units of the inverse lattice constant. In Lean each component has type `ZMod L`.

```lean
import Mathlib

open Real

namespace AltermagnetCompensation

variable {L : ℕ}
```

The lattice cosine is $c(a)=\cos(2\pi a/L)$. The code evaluates it at the representative `a.val`, which lies between $0$ and $L-1$ when $L\ge 1$.

```lean
/-- The lattice cosine `cos (2 π a / L)` of a grid momentum `a`. -/
noncomputable def gridCos (a : ZMod L) : ℝ := Real.cos (2 * π * (a.val : ℝ) / (L : ℝ))
```

The spin splitting has amplitude $D$, a real constant with the dimension of energy, prescribed in this model; the splitting acts as a nearest-neighbour hopping term with opposite sign along the two axes and opposite sign for the two spins:
$$d(k,l)=D\,\bigl(c(k)-c(l)\bigr).$$

```lean
/-- The d-wave spin splitting `D (cos (2 π k / L) - cos (2 π l / L))` at momentum `(k, l)`. -/
noncomputable def dWave (D : ℝ) (k l : ZMod L) : ℝ := D * (gridCos k - gridCos l)
```

Let $\varepsilon(k,l)$ be the spin-independent band energy. Spin-up electrons have energy $\varepsilon+d$ and spin-down electrons $\varepsilon-d$, so the two levels are $2|d|$ apart. With an occupation function $f$, the same for both spins, the net magnetization is
$$M=\sum_{k,l}\bigl[f(\varepsilon(k,l)+d(k,l))-f(\varepsilon(k,l)-d(k,l))\bigr].$$
It is a difference of electron numbers over the whole grid, with no factor $1/L^2$ and no magnetic moment per spin. The chemical potential and the temperature are contained in $f$. The condition `NeZero L` excludes $L=0$ and makes the grid finite.

```lean
/-- Net magnetization: occupation `f` of the spin-up band `eps + d` minus that of the
spin-down band `eps - d`, summed over the momentum grid. -/
noncomputable def magnetization [NeZero L] (f : ℝ → ℝ) (eps d : ZMod L → ZMod L → ℝ) : ℝ :=
  ∑ k : ZMod L, ∑ l : ZMod L, (f (eps k l + d k l) - f (eps k l - d k l))
```

One particular occupation is needed in part (f): levels below zero are filled, and levels at or above zero are empty.

```lean
/-- Zero-temperature occupation with the Fermi level at energy zero. -/
noncomputable def stepFilling (x : ℝ) : ℝ := if x < 0 then 1 else 0
```

## (a) Exchanging the axes reverses the splitting

**Task.** Show that $d(l,k)=-d(k,l)$.

**Solution.** Directly from the definition,
$$d(l,k)=D\,(c(l)-c(k))=-D\,(c(k)-c(l))=-d(k,l).$$

```lean
/-- Exchanging the two momentum axes reverses the spin splitting. -/
theorem dWave_swap (D : ℝ) (k l : ZMod L) : dWave D l k = -dWave D k l := by
  unfold dWave
  ring
```

After the definition is unfolded, `ring` does this algebra.

## (b) The bands are split at momentum (0, 1)

**Task.** For $L\ge 2$ and $D\neq 0$, find a momentum with $d\neq 0$.

**Solution.** Take $(0,1)$. Since $c(0)=1$ and $c(1)=\cos(2\pi/L)$,
$$d(0,1)=D\,\bigl(1-\cos(2\pi/L)\bigr).$$
For $L\ge 2$ the angle satisfies $0<2\pi/L<2\pi$. The cosine equals one only at multiples of $2\pi$, so the bracket is nonzero, and so is $D$.

Both hypotheses are needed. For $L=1$ the only momentum is $(0,0)$, where $d=0$; for $D=0$ the splitting vanishes everywhere.

```lean
/-- On a grid with at least two points per axis and for nonzero amplitude `D`, the splitting at
momentum `(0, 1)` is nonzero. -/
theorem dWave_zero_one_ne (hL : 2 ≤ L) {D : ℝ} (hD : D ≠ 0) :
    dWave D (0 : ZMod L) (1 : ZMod L) ≠ 0 := by
  have hL1 : (1 : ℝ) < (L : ℝ) := Nat.one_lt_cast.mpr hL
  have hp : 0 < 2 * π := mul_pos two_pos Real.pi_pos
  have hx : 0 < 2 * π / (L : ℝ) := div_pos hp (zero_lt_one.trans hL1)
  have h0 : gridCos (0 : ZMod L) = 1 := by
    unfold gridCos
    rw [ZMod.val_zero, Nat.cast_zero, mul_zero, zero_div, Real.cos_zero]
  have h1 : gridCos (1 : ZMod L) = Real.cos (2 * π / (L : ℝ)) := by
    unfold gridCos
    rw [ZMod.val_one_eq_one_mod, Nat.mod_eq_of_lt hL, Nat.cast_one, mul_one]
  unfold dWave
  rw [h0, h1]
  refine mul_ne_zero hD (sub_ne_zero.mpr fun h => ?_)
  -- the angle lies strictly between zero and a full turn, so its cosine is not one
  exact hx.ne' ((Real.cos_eq_one_iff_of_lt_of_lt (by linarith) (div_lt_self hp hL1)).mp h.symm)
```

The steps `h0` and `h1` compute the two cosines; `h1` uses $L\ge 2$ to identify the representative of $1$ as the number $1$. The last line turns a cosine equal to one into a vanishing angle, which contradicts `hx`.

## (c) The net magnetization vanishes for every occupation

**Task.** Let $\varepsilon(k,l)=\varepsilon(l,k)$, $L\ge 2$ and $D\ne0$. Show that $M=0$ for every function $f$, although $d$ is nonzero somewhere.

**Solution.** Split $M$ into a spin-up and a spin-down sum. In the spin-up sum exchange the names of the summation variables, which is allowed because the grid is square. Then use the symmetry of $\varepsilon$ and part (a):
$$\sum_{k,l} f(\varepsilon(k,l)+d(k,l))=\sum_{k,l} f(\varepsilon(l,k)+d(l,k))=\sum_{k,l} f(\varepsilon(k,l)-d(k,l)).$$
The right-hand side is the spin-down sum, so $M=0$. Part (b) supplies the split momentum.

```lean
/-- Let the grid have at least two points per axis and let `D` be nonzero. If the spin-independent
band is symmetric under exchange of the axes, the net magnetization is zero for any occupation
function, and the d-wave splitting is nonzero at some momentum. -/
theorem altermagnet_compensated [NeZero L] (hL : 2 ≤ L) {D : ℝ} (hD : D ≠ 0)
    (f : ℝ → ℝ) (eps : ZMod L → ZMod L → ℝ) (heps : ∀ k l, eps k l = eps l k) :
    magnetization f eps (dWave D) = 0 ∧ ∃ k l : ZMod L, dWave D k l ≠ 0 := by
  refine ⟨?_, 0, 1, dWave_zero_one_ne hL hD⟩
  unfold magnetization
  simp only [Finset.sum_sub_distrib]
  -- the exchange of axes carries the spin-up band onto the spin-down band
  rw [sub_eq_zero, Finset.sum_comm]
  refine Finset.sum_congr rfl fun l _ => Finset.sum_congr rfl fun k _ => ?_
  rw [heps k l, dWave_swap D k l, sub_neg_eq_add]
```

The hypothesis `heps` is the symmetry of the band. Together with part (a) it says that a diagonal mirror in momentum space, combined with a spin flip, leaves the pair of bands unchanged. Nothing is assumed about `f`, so every temperature and filling is included. In the proof, `Finset.sum_comm` exchanges the summations, and the final `rw` applies the symmetry of $\varepsilon$ and the sign change of $d$ term by term.

For symmetric $\varepsilon$ the same step allows a numerical calculation of this model to use a reduced momentum mesh. If only the points with $k\le l$ are stored (comparing representatives between $0$ and $L-1$), the electron number of each spin is recovered by adding, for each point with $k<l$, the exchanged partner with its spin labels reversed. Merely doubling the weight of the stored point can produce a spurious moment.

## (d) One positive term makes a non-negative sum positive

**Task.** Let $g(k,l)\ge 0$ on the whole grid and $g(a,b)>0$ at one momentum. Show that $\sum_{k,l}g(k,l)>0$.

**Solution.** All other terms are non-negative, so the sum is at least $g(a,b)>0$.

```lean
/-- A quantity that is nowhere negative on the momentum grid and positive at one momentum has a
positive grid sum. -/
theorem grid_sum_pos [NeZero L] (g : ZMod L → ZMod L → ℝ) (hg : ∀ k l, 0 ≤ g k l)
    (a b : ZMod L) (hab : 0 < g a b) : 0 < ∑ k : ZMod L, ∑ l : ZMod L, g k l :=
  Finset.sum_pos' (fun k _ => Finset.sum_nonneg fun l _ => hg k l)
    ⟨a, Finset.mem_univ a, Finset.sum_pos' (fun l _ => hg a l) ⟨b, Finset.mem_univ b, hab⟩⟩
```

The proof uses `Finset.sum_pos'` twice: first row $a$ has a positive sum, then the sum over all rows is positive.

## (e) A d-wave moment that does not cancel

**Task.** Let $f$ be strictly decreasing, $L\ge2$ and $D\neq0$. Show that
$$\sum_{k,l} d(k,l)\,\bigl[f(\varepsilon(k,l)-d(k,l))-f(\varepsilon(k,l)+d(k,l))\bigr]>0.$$

**Solution.** The bracket is the excess of spin-down over spin-up occupation. If $d>0$, the spin-down level is lower and more occupied, so both factors are positive. If $d<0$, both are negative. If $d=0$, the term vanishes. No term is negative, and the one at $(0,1)$ is positive by part (b), so part (d) applies.

```lean
/-- For a strictly decreasing occupation function, at least two grid points per axis and nonzero
`D`, the excess of spin-down over spin-up occupation, weighted with the d-wave splitting, has a
positive sum over the grid. -/
theorem dWave_moment_pos [NeZero L] (hL : 2 ≤ L) {D : ℝ} (hD : D ≠ 0) {f : ℝ → ℝ}
    (hf : StrictAnti f) (eps : ZMod L → ZMod L → ℝ) :
    0 < ∑ k : ZMod L, ∑ l : ZMod L,
      dWave D k l * (f (eps k l - dWave D k l) - f (eps k l + dWave D k l)) := by
  -- the lower of the two spin levels is always the more occupied one
  have key : ∀ x d : ℝ, d ≠ 0 → 0 < d * (f (x - d) - f (x + d)) := by
    intro x d hd
    rcases lt_or_gt_of_ne hd with h | h
    · have h1 : x + d < x - d := by linarith
      exact mul_pos_of_neg_of_neg h (sub_neg.mpr (hf h1))
    · have h1 : x - d < x + d := by linarith
      exact mul_pos h (sub_pos.mpr (hf h1))
  refine grid_sum_pos
    (fun k l => dWave D k l * (f (eps k l - dWave D k l) - f (eps k l + dWave D k l)))
    (fun k l => ?_) 0 1 (key (eps 0 1) (dWave D 0 1) (dWave_zero_one_ne hL hD))
  rcases eq_or_ne (dWave D k l) 0 with h | h
  · exact (mul_eq_zero_of_left h _).ge
  · exact (key (eps k l) (dWave D k l) h).le
```

The local statement `key` contains the two cases with $d\neq0$. No symmetry of $\varepsilon$ is required. When $\varepsilon$ is symmetric, part (c) holds as well: the plain spin sum is zero while the sum weighted with $d$ is not.

The Fermi function at positive temperature is strictly decreasing, so it qualifies. A step function does not, and for a constant $f$, as with completely filled bands, the weighted sum is zero.

## (f) A band without the exchange symmetry can magnetize

**Task.** Choose $\varepsilon=d$, which is odd under exchange of the axes, and fill all levels below zero. Show that $M>0$ for $L\ge 2$ and $D\ne 0$.

**Solution.** The spin-up energies are $2d(k,l)$, and the spin-down energies are all $d-d=0$. The spin-down band is therefore empty, and a spin-up state is filled exactly where $d(k,l)<0$. So $M$ counts the momenta with negative splitting. There is at least one: $d(0,1)\neq0$ by part (b), and if it is positive, then $d(1,0)=-d(0,1)$ is negative by part (a).

The smallest grid shows it explicitly. For $L=2$ and $D>0$ the splitting is $2D$ at $(0,1)$, $-2D$ at $(1,0)$ and zero at the other two momenta. The spin-up energies are $4D,-4D,0,0$, one state is filled, and $M=1$.

```lean
/-- Let the grid have at least two points per axis and let `D` be nonzero. If the spin-independent
band is itself the d-wave function, filling exactly the levels below energy zero gives a positive
net magnetization. -/
theorem magnetization_pos_of_broken_exchange [NeZero L] (hL : 2 ≤ L) {D : ℝ} (hD : D ≠ 0) :
    0 < magnetization (L := L) stepFilling (dWave D) (dWave D) := by
  -- the spin-down band is flat at zero energy, hence empty
  have key : ∀ d : ℝ, 0 ≤ stepFilling (d + d) - stepFilling (d - d) ∧
      (d < 0 → 0 < stepFilling (d + d) - stepFilling (d - d)) := by
    intro d
    unfold stepFilling
    rw [if_neg (show ¬ d - d < 0 by linarith)]
    rcases lt_or_ge d 0 with h | h
    · rw [if_pos (show d + d < 0 by linarith)]
      exact ⟨by norm_num, fun _ => by norm_num⟩
    · rw [if_neg (show ¬ d + d < 0 by linarith)]
      exact ⟨by norm_num, fun g => absurd g (not_lt_of_ge h)⟩
  have hneg : ∃ k l : ZMod L, dWave D k l < 0 := by
    rcases lt_or_gt_of_ne (dWave_zero_one_ne hL hD) with h | h
    · exact ⟨0, 1, h⟩
    · refine ⟨1, 0, ?_⟩
      rw [dWave_swap D (0 : ZMod L) (1 : ZMod L)]
      exact neg_lt_zero.mpr h
  obtain ⟨a, b, hab⟩ := hneg
  exact grid_sum_pos
    (fun k l => stepFilling (dWave D k l + dWave D k l) - stepFilling (dWave D k l - dWave D k l))
    (fun k l => (key (dWave D k l)).1) a b ((key (dWave D a b)).2 hab)

end AltermagnetCompensation
```

Here `key` evaluates the two occupations for either sign of $d$, `hneg` finds the momentum with negative splitting, and part (d) finishes the argument.

The flat spin-down band sits exactly at the Fermi level, so the convention in `stepFilling` matters. Leaving these states empty corresponds to a Fermi level just below zero; half-filling every zero-energy state would give $M=0$ in this example.

```lean
#print axioms AltermagnetCompensation.altermagnet_compensated
#print axioms AltermagnetCompensation.dWave_moment_pos
#print axioms AltermagnetCompensation.magnetization_pos_of_broken_exchange
```

```
'AltermagnetCompensation.altermagnet_compensated' depends on axioms: [propext, Classical.choice, Quot.sound]
'AltermagnetCompensation.dWave_moment_pos' depends on axioms: [propext, Classical.choice, Quot.sound]
'AltermagnetCompensation.magnetization_pos_of_broken_exchange' depends on axioms: [propext, Classical.choice, Quot.sound]
```
